# In an affine vector potential, the line integrals along the path through a nucleus and along the straight path differ by the magnetic flux through their triangle

Positions and fields are vectors in ℝ³ with components numbered 0, 1, 2, as in the Lean code. The unit vectors are e₀, e₁, e₂. In the code `⬝ᵥ` is the dot product, `⨯₃` the cross product and `*ᵥ` a matrix acting on a vector.

```lean
import Mathlib

open Matrix

namespace PseudopotentialPathFlux

noncomputable section

/-- Vectors in three-dimensional space. -/
abbrev Vec := Fin 3 → ℝ
```

The vector potential is affine, with a real 3 × 3 matrix M and a constant vector a0:

A(r) = M r + a0.

```lean
/-- The vector potential `A(r) = M r + a0`. -/
def affinePotential (M : Matrix (Fin 3) (Fin 3) ℝ) (a0 : Vec) (r : Vec) : Vec :=
  M *ᵥ r + a0
```

Its curl is the same everywhere, so the model describes a uniform magnetic field. The first component is ∂₁A₂ − ∂₂A₁ = M₂₁ − M₁₂, and the others follow cyclically:

B = (M₂₁ − M₁₂, M₀₂ − M₂₀, M₁₀ − M₀₁).

The code defines B by these entries; the differentiation is done here by hand.

```lean
/-- The uniform magnetic field, the curl of `M r + a0`. -/
def magneticField (M : Matrix (Fin 3) (Fin 3) ℝ) : Vec :=
  ![M 2 1 - M 1 2, M 0 2 - M 2 0, M 1 0 - M 0 1]
```

The line integral along the segment from p to q uses a parameter t running from 0 to 1:

L(p, q) = ∫₀¹ A(p + t(q − p)) · (q − p) dt.

```lean
/-- The line integral of `A` along the straight segment from `p` to `q`. -/
def lineIntegral (A : Vec → Vec) (p q : Vec) : ℝ :=
  ∫ t in (0 : ℝ)..1, A (p + t • (q - p)) ⬝ᵥ (q - p)
```

For a nucleus at R and two positions a and b of one electron, the Pickard–Mauri path runs a → R → b. The quantity of interest is its excess over the straight path:

D = L(a, R) + L(R, b) − L(a, b).

```lean
/-- The line integral of `A` along `a → R → b` minus that along `a → b`. -/
def pathDifference (A : Vec → Vec) (a R b : Vec) : ℝ :=
  lineIntegral A a R + lineIntegral A R b - lineIntegral A a b
```

The flux of a field F through the triangle is a surface integral over the points a + u(R − a) + v(b − a), with u, v ≥ 0 and u + v ≤ 1. The vector area element is (R − a) × (b − a) du dv, which fixes the orientation a → R → b → a.

```lean
/-- The surface integral of a field `F` over the oriented triangle `a, R, b`. -/
def triangleFlux (F : Vec → Vec) (a R b : Vec) : ℝ :=
  ∫ u in (0 : ℝ)..1, ∫ v in (0 : ℝ)..(1 - u),
    F (a + u • (R - a) + v • (b - a)) ⬝ᵥ ((R - a) ⨯₃ (b - a))
```

A gauge change adds a field G = ∇χ to A, where χ is a scalar function. The code expresses this through directional derivatives: at every r and for every v, the derivative of χ(r + s v) at s = 0 is G(r) · v.

```lean
/-- `G` is the gradient of `χ`: it gives the derivative of `χ` in every direction. -/
def IsGradient (χ : Vec → ℝ) (G : Vec → Vec) : Prop :=
  ∀ r v : Vec, HasDerivAt (fun s : ℝ => χ (r + s • v)) (G r ⬝ᵥ v) 0
```

A nonlocal pseudopotential has a kernel V(b, a) connecting two positions. To couple it to the magnetic field, each prescription multiplies V(b, a) by exp(iq × line integral) along its own path. The constant q stands for the particle's charge divided by ħ in SI units. These phases are taken as definitions and not derived from an all-electron Hamiltonian. V is an arbitrary complex function, so neither norm conservation nor a projector form is used.

```lean
/-- A nonlocal kernel `V(b, a)` with the phase of the straight path from `a` to `b`;
`q` is the coupling constant. -/
def straightKernel (q : ℝ) (A : Vec → Vec) (V : Vec → Vec → ℂ) (b a : Vec) : ℂ :=
  V b a * Complex.exp (Complex.I * (q * lineIntegral A a b : ℝ))

/-- A nonlocal kernel `V(b, a)` with the phase of the path from `a` to `b` through
the nucleus at `R`; `q` is the coupling constant. -/
def nucleusKernel (q : ℝ) (A : Vec → Vec) (V : Vec → Vec → ℂ) (R b a : Vec) : ℂ :=
  V b a * Complex.exp (Complex.I * (q * (lineIntegral A a R + lineIntegral A R b) : ℝ))
```

## The midpoint rule is exact on each side

For constants c and m,

∫₀¹ (c + t m) dt = c + m/2.

```lean
/-- The integral over the unit interval of a function linear in the parameter. -/
lemma integral_linear (c m : ℝ) : ∫ t in (0 : ℝ)..1, (c + t * m) = c + 1 / 2 * m := by
  have h1 : IntervalIntegrable (fun _ : ℝ => c) MeasureTheory.volume 0 1 :=
    continuous_const.intervalIntegrable _ _
  have h2 : IntervalIntegrable (fun t : ℝ => t * m) MeasureTheory.volume 0 1 :=
    (continuous_id.mul continuous_const).intervalIntegrable _ _
  rw [intervalIntegral.integral_add h1 h2, intervalIntegral.integral_const,
    intervalIntegral.integral_mul_const, integral_id]
  simp only [smul_eq_mul]
  ring
```

Put d = q − p, where q is now an endpoint. Along the segment the integrand is linear in t:

A(p + t d) · d = A(p) · d + t (M d) · d.

Its integral is therefore its value at t = 1/2, which gives

L(p, q) = A((p + q)/2) · (q − p).

In the proof, `h` is the linear expansion and `hm` rewrites the midpoint as p + d/2.

```lean
/-- The line integral of `M r + a0` along a segment is its value at the midpoint
dotted with the displacement. -/
theorem lineIntegral_affine (M : Matrix (Fin 3) (Fin 3) ℝ) (a0 p q : Vec) :
    lineIntegral (affinePotential M a0) p q
      = affinePotential M a0 ((1 / 2 : ℝ) • (p + q)) ⬝ᵥ (q - p) := by
  -- along the segment the integrand is linear in the parameter
  have h : ∀ t : ℝ, affinePotential M a0 (p + t • (q - p)) ⬝ᵥ (q - p)
      = affinePotential M a0 p ⬝ᵥ (q - p) + t * ((M *ᵥ (q - p)) ⬝ᵥ (q - p)) := by
    intro t
    simp only [affinePotential, Matrix.mulVec_add, Matrix.mulVec_smul, add_dotProduct,
      smul_dotProduct, smul_eq_mul]
    ring
  have hm : (1 / 2 : ℝ) • (p + q) = p + (1 / 2 : ℝ) • (q - p) := by module
  rw [hm, h (1 / 2)]
  unfold lineIntegral
  simp only [h]
  exact integral_linear _ _
```

## Only the antisymmetric part of M survives

Let x = R − a and y = b − a. The three midpoint values are A(a) + Mx/2, A(a) + M(x + y)/2 and A(a) + My/2, and the displacements are x, y − x and y. The terms in A(a) cancel because x + (y − x) − y = 0. What remains is

D = ½ [Mx · x + M(x + y) · (y − x) − My · y]
  = ½ [Mx · y − My · x].

In components, the bracket is the sum over i, j of (Mᵢⱼ − Mⱼᵢ) yᵢ xⱼ. The pair (2, 1) and (1, 2) gives (M₂₁ − M₁₂)(x₁y₂ − x₂y₁), the first term of B · (x × y), and the other pairs give the rest. Hence

D = B · ((R − a) × (b − a)) / 2.

Lean expands everything into components and leaves the polynomial identity to `ring`.

```lean
/-- For `A(r) = M r + a0` with curl `B`, the path through `R` and the straight path from `a` to `b`
differ in their line integrals by `B · ((R - a) × (b - a)) / 2`. -/
theorem pathDifference_affine (M : Matrix (Fin 3) (Fin 3) ℝ) (a0 a R b : Vec) :
    pathDifference (affinePotential M a0) a R b
      = magneticField M ⬝ᵥ ((R - a) ⨯₃ (b - a)) / 2 := by
  simp only [pathDifference, lineIntegral_affine, affinePotential, magneticField,
    cross_apply, Matrix.mulVec, dotProduct, Fin.sum_univ_three, Pi.add_apply,
    Pi.sub_apply, Pi.smul_apply, smul_eq_mul, Matrix.cons_val]
  ring
```

## The difference is a flux

For uniform B, write c = B · ((R − a) × (b − a)). The inner integral over v gives (1 − u)c, and

∫₀¹ (1 − u) c du = c/2,

which is D. This is Stokes' theorem for one triangle and an affine field, obtained by evaluating both sides.

```lean
/-- For `A(r) = M r + a0`, the difference of the two line integrals is the flux of the magnetic
field through the triangle `a, R, b`. -/
theorem pathDifference_eq_flux (M : Matrix (Fin 3) (Fin 3) ℝ) (a0 a R b : Vec) :
    pathDifference (affinePotential M a0) a R b
      = triangleFlux (fun _ => magneticField M) a R b := by
  rw [pathDifference_affine]
  unfold triangleFlux
  -- the inner integral is the constant integrand times the length `1 - u` of the range of `v`
  simp only [intervalIntegral.integral_const, smul_eq_mul]
  generalize magneticField M ⬝ᵥ ((R - a) ⨯₃ (b - a)) = c
  have h : ∀ u : ℝ, (1 - u - 0) * c = c + u * (-c) := fun u => by ring
  simp only [h]
  rw [integral_linear]
  ring
```

## A gauge change cancels around the triangle

This step allows any continuous A, not only an affine one. Continuity makes the integrands integrable.

```lean
/-- The integrand of the line integral of a continuous field is continuous. -/
lemma continuous_integrand {A : Vec → Vec} (hA : Continuous A) (p q : Vec) :
    Continuous fun t : ℝ => A (p + t • (q - p)) ⬝ᵥ (q - p) := by
  have hl : Continuous fun t : ℝ => p + t • (q - p) := by fun_prop
  unfold dotProduct
  exact continuous_finsetSum _ fun i _ =>
    ((continuous_apply i).comp (hA.comp hl)).mul continuous_const
```

Along a segment, the chain rule gives

d/dt χ(p + t(q − p)) = G(p + t(q − p)) · (q − p),

and the fundamental theorem of calculus then gives L(p, q) = χ(q) − χ(p) for the field G. Since `IsGradient` speaks only of derivatives at zero, the proof first shifts the parameter to reach a general t.

```lean
/-- The line integral of a continuous gradient is the difference of the scalar function
at the endpoints. -/
theorem lineIntegral_gradient {χ : Vec → ℝ} {G : Vec → Vec} (hG : Continuous G)
    (h : IsGradient χ G) (p q : Vec) : lineIntegral G p q = χ q - χ p := by
  have hd : ∀ t : ℝ, HasDerivAt (fun s : ℝ => χ (p + s • (q - p)))
      (G (p + t • (q - p)) ⬝ᵥ (q - p)) t := by
    intro t
    -- shift the parameter so that the derivative is taken at zero
    have h0 := h (p + t • (q - p)) (q - p)
    rw [← sub_self t] at h0
    have h1 := HasDerivAt.comp_sub_const t t h0
    refine h1.congr_of_eventuallyEq (Filter.Eventually.of_forall fun s => ?_)
    show χ (p + s • (q - p)) = χ (p + t • (q - p) + (s - t) • (q - p))
    congr 1
    module
  unfold lineIntegral
  rw [intervalIntegral.integral_eq_sub_of_hasDerivAt (fun t _ => hd t)
    ((continuous_integrand hG p q).intervalIntegrable _ _)]
  simp
```

The gauge terms in D add up to

[χ(R) − χ(a)] + [χ(b) − χ(R)] − [χ(b) − χ(a)] = 0.

```lean
/-- Adding a continuous gradient to any continuous vector potential leaves the
difference of the two line integrals unchanged. -/
theorem pathDifference_gauge {A G : Vec → Vec} {χ : Vec → ℝ} (hA : Continuous A)
    (hG : Continuous G) (h : IsGradient χ G) (a R b : Vec) :
    pathDifference (fun r => A r + G r) a R b = pathDifference A a R b := by
  have hadd : ∀ p q, lineIntegral (fun r => A r + G r) p q
      = lineIntegral A p q + (χ q - χ p) := by
    intro p q
    rw [← lineIntegral_gradient hG h]
    unfold lineIntegral
    rw [← intervalIntegral.integral_add
      ((continuous_integrand hA p q).intervalIntegrable _ _)
      ((continuous_integrand hG p q).intervalIntegrable _ _)]
    simp only [add_dotProduct]
  -- the endpoint values cancel around the triangle
  simp only [pathDifference, hadd]
  ring
```

The gradient hypothesis is needed. Take A = 0 and the continuous field G(r) = (−r₁/2, r₀/2, 0), with a = 0, R = e₀ and b = e₁. On the two sides meeting at the origin, G is perpendicular to the path. On the side from e₀ to e₁ the midpoint rule gives (−1/4, 1/4, 0) · (−1, 1, 0) = 1/2. Adding G changes D from 0 to 1/2: this G carries a magnetic field of its own.

A field that does meet the hypotheses is (r₁, r₀, 0), the gradient of χ = r₀r₁. The product rule confirms it.

```lean
/-- The field `(y, x, 0)` is continuous and is the gradient of `x y`. -/
theorem isGradient_witness :
    Continuous (fun r : Vec => (![r 1, r 0, 0] : Vec)) ∧
      IsGradient (fun r => r 0 * r 1) (fun r => ![r 1, r 0, 0]) := by
  constructor
  · refine continuous_pi fun i => ?_
    fin_cases i <;> simp <;> fun_prop
  · intro r v
    have hx : ∀ i, HasDerivAt (fun s : ℝ => r i + s * v i) (v i) 0 := fun i => by
      simpa using ((hasDerivAt_id' (0 : ℝ)).mul_const (v i)).const_add (r i)
    refine HasDerivAt.congr_deriv ((hx 0).fun_mul (hx 1)) ?_
    simp only [dotProduct, Fin.sum_univ_three, Matrix.cons_val, zero_smul, add_zero]
    ring
```

## The two kernels differ by a flux phase

Let Φ be the flux of B through the triangle. Since L(a, R) + L(R, b) = L(a, b) + Φ, the exponentials factorise:

V_nucleus(b, a) = exp(iqΦ) V_straight(b, a).

For magnetic response calculations with nonlocal pseudopotentials, this gives the discrepancy between the two couplings for one nucleus in a uniform field. It does not say which coupling is more accurate.

```lean
/-- For `A(r) = M r + a0`, the kernel with the path through the nucleus is the straight-path kernel
times the phase of the magnetic flux through the triangle `a, R, b`. -/
theorem nucleusKernel_eq (q : ℝ) (M : Matrix (Fin 3) (Fin 3) ℝ) (a0 : Vec)
    (V : Vec → Vec → ℂ) (R b a : Vec) :
    nucleusKernel q (affinePotential M a0) V R b a
      = Complex.exp (Complex.I * (q * triangleFlux (fun _ => magneticField M) a R b : ℝ))
        * straightKernel q (affinePotential M a0) V b a := by
  rw [← pathDifference_eq_flux M a0]
  unfold nucleusKernel straightKernel pathDifference
  rw [mul_left_comm, ← Complex.exp_add]
  congr 2
  push_cast
  ring
```

## Agreement on every triangle means zero field

If B = 0, then D = 0 for every triangle. Conversely, take a = 0 and let (R, b) be (e₁, e₂), (e₂, e₀) and (e₀, e₁) in turn. The cross products are e₀, e₁ and e₂, so D equals B₀/2, B₁/2 and B₂/2, and all three must vanish. A single triangle would not suffice, since D is also zero whenever B lies in its plane. The equivalence concerns the line integrals; the phases themselves also coincide when qΦ is a multiple of 2π.

```lean
/-- For `A(r) = M r + a0`, the two line integrals agree for all `a`, `R` and `b` exactly when the
magnetic field vanishes. -/
theorem pathDifference_zero_iff (M : Matrix (Fin 3) (Fin 3) ℝ) (a0 : Vec) :
    (∀ a R b, pathDifference (affinePotential M a0) a R b = 0) ↔ magneticField M = 0 := by
  constructor
  · intro h
    -- right triangles in the coordinate planes pick out the components of the field
    have h1 := h 0 ![0, 1, 0] ![0, 0, 1]
    have h2 := h 0 ![0, 0, 1] ![1, 0, 0]
    have h3 := h 0 ![1, 0, 0] ![0, 1, 0]
    rw [pathDifference_affine] at h1 h2 h3
    simp [cross_apply, dotProduct, Fin.sum_univ_three] at h1 h2 h3
    ext i
    fin_cases i <;> simp [h1, h2, h3]
  · intro h a R b
    rw [pathDifference_affine, h]
    simp

end

end PseudopotentialPathFlux
```

```lean
#print axioms PseudopotentialPathFlux.pathDifference_eq_flux
-- 'PseudopotentialPathFlux.pathDifference_eq_flux' depends on axioms: [propext, Classical.choice, Quot.sound]
#print axioms PseudopotentialPathFlux.pathDifference_gauge
-- 'PseudopotentialPathFlux.pathDifference_gauge' depends on axioms: [propext, Classical.choice, Quot.sound]
#print axioms PseudopotentialPathFlux.nucleusKernel_eq
-- 'PseudopotentialPathFlux.nucleusKernel_eq' depends on axioms: [propext, Classical.choice, Quot.sound]
#print axioms PseudopotentialPathFlux.pathDifference_zero_iff
-- 'PseudopotentialPathFlux.pathDifference_zero_iff' depends on axioms: [propext, Classical.choice, Quot.sound]
```
